# A fraction $a$ of HOMO self-exchange contributes $-a/r$ to the far potential of a spherical atom

Take one electron spread over a ball of radius 1 so that every unit of radius carries the same charge: $p(s)=1$ for $0<s<1$ and $p(s)=0$ beyond. In atomic units, and with electron charge counted as positive, its electrostatic potential at distance $r$ from the centre is

$$V[p](r)=\int_0^\infty \frac{p(s)}{\max(r,s)}\,ds=\begin{cases}1-\ln r, & 0<r<1,\\ 1/r, & r\ge 1.\end{cases}$$

Outside the ball $r\,V[p](r)=1$, the full charge. Now put a nucleus of charge 1 at the centre and subtract a fraction $a$ of the electron's repulsion with itself. For $r\ge1$ the resulting potential $v$ satisfies

$$r\,v(r)=-1+1-a=-a .$$

The nucleus and the electron density cancel, and only the self-exchange survives.

Real densities have tails, so the equality becomes a limit. For integrable radial densities, and a remainder potential $u$ with $r\,u(r)\to0$, the same cancellation gives $r\,v(r)\to-a$ whenever the atom is neutral and the density of the highest occupied orbital (HOMO) has unit charge.

```lean
import Mathlib

open MeasureTheory Filter Set Topology

noncomputable section

namespace GeneralizedKohnSham
```

## Densities and potentials

A spherical number density $\rho$ enters through its charge per unit radius, $p(s)=4\pi s^2\rho(s)$, with electrons counted as positive. The total charge is $\int_0^\infty p(s)\,ds$; in Lean the half-line $(0,\infty)$ is `Ioi 0`.

```lean
/-- Total charge of a radial density `p`, where `p s` is the charge per unit radius. -/
def charge (p : ℝ → ℝ) : ℝ := ∫ s in Ioi (0 : ℝ), p s
```

The kernel $1/\max(r,s)$ is the Coulomb interaction averaged over a sphere of radius $s$. With $x$ the cosine of the angle between the two position vectors,

$$\frac12\int_{-1}^{1}\frac{dx}{\sqrt{r^2+s^2-2rsx}}=\frac{r+s-|r-s|}{2rs}=\frac1{\max(r,s)} .$$

The file starts from the averaged kernel and takes it as the definition of the potential.

```lean
/-- Electrostatic potential of the radial density `p` at distance `r > 0` from the centre. -/
def hartree (p : ℝ → ℝ) (r : ℝ) : ℝ := ∫ s in Ioi (0 : ℝ), p s / max r s
```

The potential felt by an electron in the highest occupied orbital is modelled as

$$v(r)=-\frac Zr+V[n](r)-a\,V[h](r)+u(r),$$

where $Z$ is the nuclear charge, $n$ the total electron density, $h$ the density of that orbital and $a$ the exchange fraction. Exact exchange is a nonlocal operator, but its self-term, acting on the orbital $\varphi$ that generates it, is multiplication: for a spherical orbital it gives $-V[h]\,\varphi$ with $h(s)=4\pi s^2|\varphi(s)|^2$. This is the term kept explicitly. The remainder $u$ stands for everything else, such as semilocal exchange-correlation and exchange with other orbitals. The latter is nonlocal too, and enters $u$ as its action on $\varphi$ divided by $\varphi$, wherever $\varphi\ne0$. All five inputs are free: no self-consistent equation is solved, and nothing ties $h$ to $n$.

```lean
/-- Generalized Kohn-Sham potential at `r > 0`: nuclear attraction, Hartree repulsion of the
density `n`, a fraction `a` of self-exchange with the HOMO density `h`, and a remainder `u`. -/
def gksPotential (Z a : ℝ) (n h u : ℝ → ℝ) (r : ℝ) : ℝ :=
  -Z / r + hartree n r - a * hartree h r + u r
```

For a concrete density, take the normalised 1s Slater orbital $\varphi(s)=\sqrt{\zeta^3/\pi}\,e^{-\zeta s}$ with exponent $\zeta$. Then $4\pi s^2\varphi(s)^2=4\zeta^3s^2e^{-2\zeta s}$.

```lean
/-- Radial charge density of one electron in a 1s Slater orbital with exponent `ζ`. -/
def slater (ζ s : ℝ) : ℝ := 4 * ζ ^ 3 * (s ^ 2 * Real.exp (-(2 * ζ * s)))
```

## Each shell enters with a weight

Multiplying by $r$ turns the potential into a weighted charge:

$$r\,V[p](r)=\int_0^\infty p(s)\,w_r(s)\,ds,\qquad w_r(s)=\frac{r}{\max(r,s)} .$$

The proof moves the constant $r$ under the integral and compares the integrands.

```lean
/-- The potential times the distance is the charge integral in which the shell at radius `s`
carries the weight `r / max r s`. -/
theorem mul_hartree (p : ℝ → ℝ) (r : ℝ) :
    r * hartree p r = ∫ s in Ioi (0 : ℝ), p s * (r / max r s) := by
  unfold hartree
  rw [← integral_const_mul]
  congr 1
  funext s
  ring
```

For $r>0$ we have $0<r\le\max(r,s)$, so $0\le w_r(s)\le1$. No shell counts for more than its own charge.

```lean
/-- At positive distance the weight of every shell lies between zero and one. -/
theorem weight_mem {r : ℝ} (hr : 0 < r) (s : ℝ) :
    0 ≤ r / max r s ∧ r / max r s ≤ 1 := by
  have hm : 0 < max r s := lt_of_lt_of_le hr (le_max_left r s)
  exact ⟨by positivity, (div_le_one hm).mpr (le_max_left r s)⟩
```

Shells with $s\le r$ have weight exactly 1. If there is no charge beyond $r$, every shell that carries charge has full weight, and $r\,V[p](r)=\int_0^\infty p(s)\,ds$, as in the opening example. The Lean name recalls Newton's theorem, but the geometric part of that theorem, the average over the sphere, is already built into `hartree`. What is checked here is the summation over shells, by splitting into $s\le r$ and $s>r$.

```lean
/-- If no charge lies beyond `r`, the potential at `r` times `r` is exactly the total charge. -/
theorem shell_theorem {p : ℝ → ℝ} {r : ℝ} (hp : ∀ s, r < s → p s = 0) :
    r * hartree p r = charge p := by
  rw [mul_hartree]
  unfold charge
  refine setIntegral_congr_fun measurableSet_Ioi fun s hs => ?_
  have hs0 : 0 < s := hs
  change p s * (r / max r s) = p s
  rcases le_or_gt s r with h | h
  · have hr : r ≠ 0 := (lt_of_lt_of_le hs0 h).ne'
    rw [max_eq_left h, div_self hr, mul_one]
  · rw [hp s h, zero_mul]
```

## How much charge is missed at finite distance

When some charge does lie beyond $r$, the deficit is

$$\int_0^\infty p(s)\,ds-r\,V[p](r)=\int_0^\infty p(s)\,\bigl(1-w_r(s)\bigr)\,ds .$$

The factor $1-w_r(s)$ vanishes for $s\le r$ and equals $1-r/s$, between 0 and 1, for $s>r$. For a nonnegative density the deficit therefore lies between 0 and $\int_r^\infty p(s)\,ds$, the charge outside $r$.

In the proof, `hw` establishes that the weighted density is integrable, which allows the two integrals to be combined in `hdiff`. `htail` writes the outer charge as an integral over the whole half-line, and the bounds then follow by comparing integrands.

```lean
/-- For an integrable nonnegative density and `r > 0`, the total charge exceeds `r` times the
potential at `r` by an amount between zero and the charge lying outside `r`. -/
theorem penetration_bound {p : ℝ → ℝ} (hp : IntegrableOn p (Ioi 0))
    (hpos : ∀ s, 0 < s → 0 ≤ p s) {r : ℝ} (hr : 0 < r) :
    0 ≤ charge p - r * hartree p r ∧
      charge p - r * hartree p r ≤ ∫ s in Ioi r, p s := by
  have hw : IntegrableOn (fun s => p s * (r / max r s)) (Ioi 0) := by
    refine Integrable.mono hp (hp.aestronglyMeasurable.mul
      (measurable_const.div (measurable_const.max measurable_id)).aestronglyMeasurable) ?_
    refine Eventually.of_forall fun s => ?_
    rw [norm_mul, Real.norm_of_nonneg (weight_mem hr s).1]
    exact mul_le_of_le_one_right (norm_nonneg _) (weight_mem hr s).2
  -- the missing charge as a single integral
  have hdiff : charge p - r * hartree p r
      = ∫ s in Ioi (0 : ℝ), (p s - p s * (r / max r s)) := by
    rw [mul_hartree]
    exact (integral_sub hp hw).symm
  have htail : ∫ s in Ioi r, p s = ∫ s in Ioi (0 : ℝ), (Ioi r).indicator p s := by
    rw [setIntegral_indicator measurableSet_Ioi,
      Set.inter_eq_right.mpr (Set.Ioi_subset_Ioi hr.le)]
  rw [hdiff]
  constructor
  · refine setIntegral_nonneg measurableSet_Ioi fun s hs => ?_
    nlinarith [mul_le_of_le_one_right (hpos s hs) (weight_mem hr s).2]
  · rw [htail]
    refine setIntegral_mono_on (Integrable.sub hp hw)
      (Integrable.indicator hp measurableSet_Ioi) measurableSet_Ioi fun s hs => ?_
    rcases le_or_gt s r with h | h
    · rw [Set.indicator_of_notMem (by simpa using h), max_eq_left h, div_self hr.ne']
      simp
    · rw [Set.indicator_of_mem (show s ∈ Ioi r from h)]
      linarith [mul_nonneg (hpos s hs) (weight_mem hr s).1]
```

## The far limit of one density

The limit itself needs no sign condition. For fixed $s$, the weight $w_r(s)$ equals 1 as soon as $r\ge s$ and $r>0$, so $p(s)w_r(s)\to p(s)$. Moreover $|p(s)w_r(s)|\le|p(s)|$, and $|p|$ has a finite integral by hypothesis. Dominated convergence gives

$$\lim_{r\to\infty}r\,V[p](r)=\int_0^\infty p(s)\,ds .$$

In the statement, `IntegrableOn p (Ioi 0)` is the integrability hypothesis, and `Tendsto … atTop (𝓝 c)` says that the limit for $r\to\infty$ is $c$. The last three goals of the proof are measurability, the bound and the pointwise limit.

```lean
/-- Far away, the potential of an integrable radial density times the distance tends to the
total charge. -/
theorem tendsto_mul_hartree {p : ℝ → ℝ} (hp : IntegrableOn p (Ioi 0)) :
    Tendsto (fun r => r * hartree p r) atTop (𝓝 (charge p)) := by
  simp only [mul_hartree]
  unfold charge
  -- dominated convergence with the density itself as the bound
  refine tendsto_integral_filter_of_dominated_convergence (fun s => ‖p s‖) ?_ ?_ hp.norm ?_
  · exact Eventually.of_forall fun r => hp.aestronglyMeasurable.mul
      (measurable_const.div (measurable_const.max measurable_id)).aestronglyMeasurable
  · filter_upwards [eventually_gt_atTop (0 : ℝ)] with r hr
    refine Eventually.of_forall fun s => ?_
    rw [norm_mul, Real.norm_of_nonneg (weight_mem hr s).1]
    exact mul_le_of_le_one_right (norm_nonneg _) (weight_mem hr s).2
  · refine Eventually.of_forall fun s => ?_
    refine tendsto_const_nhds.congr' ?_
    filter_upwards [eventually_gt_atTop (0 : ℝ), eventually_ge_atTop s] with r hr hs
    rw [max_eq_left hs, div_self hr.ne', mul_one]
```

## Adding the four terms

For $r>0$,

$$r\,v(r)=-Z+r\,V[n](r)-a\,r\,V[h](r)+r\,u(r).$$

Write $N$ and $q$ for the charges of $n$ and $h$. The terms tend to $-Z$, $N$, $-aq$ and 0, so

$$r\,v(r)\to N-Z-aq .$$

The hypothesis `hu`, that $r\,u(r)\to0$, is assumed and not derived from a functional. It says that the remainder decays faster than $1/r$, as the local-density exchange potential does for an exponentially decaying density. In the proof, `key` is the sum of the four limits, and the closing lines identify it with $r\,v(r)$ for positive $r$.

```lean
/-- For integrable densities and a remainder with `r * u r` tending to zero, the generalized
Kohn-Sham potential times the distance tends to the electronic charge minus the nuclear charge minus
`a` times the HOMO charge. -/
theorem tendsto_mul_gksPotential {Z a : ℝ} {n h u : ℝ → ℝ}
    (hn : IntegrableOn n (Ioi 0)) (hh : IntegrableOn h (Ioi 0))
    (hu : Tendsto (fun r => r * u r) atTop (𝓝 0)) :
    Tendsto (fun r => r * gksPotential Z a n h u r) atTop
      (𝓝 (charge n - Z - a * charge h)) := by
  have key : Tendsto (fun r => -Z + r * hartree n r - a * (r * hartree h r) + r * u r) atTop
      (𝓝 (-Z + charge n - a * charge h + 0)) :=
    ((tendsto_const_nhds.add (tendsto_mul_hartree hn)).sub
      ((tendsto_mul_hartree hh).const_mul a)).add hu
  rw [show charge n - Z - a * charge h = -Z + charge n - a * charge h + 0 by ring]
  refine key.congr' ?_
  filter_upwards [eventually_gt_atTop (0 : ℝ)] with r hr
  have hZ : r * (-Z / r) = -Z := by field_simp
  unfold gksPotential
  linear_combination -hZ
```

With $N=Z$ and $q=1$ the limit is $Z-Z-a=-a$. Lean expresses neutrality as `charge n = Z` and the normalised orbital as `charge h = 1`.

```lean
/-- In a neutral system with integrable densities, a HOMO density of unit charge and a remainder
with `r * u r` tending to zero, the potential times the distance tends to `-a`. -/
theorem neutral_asymptote {Z a : ℝ} {n h u : ℝ → ℝ}
    (hn : IntegrableOn n (Ioi 0)) (hh : IntegrableOn h (Ioi 0))
    (hnZ : charge n = Z) (hh1 : charge h = 1)
    (hu : Tendsto (fun r => r * u r) atTop (𝓝 0)) :
    Tendsto (fun r => r * gksPotential Z a n h u r) atTop (𝓝 (-a)) := by
  have key := tendsto_mul_gksPotential (Z := Z) (a := a) hn hh hu
  rwa [hnZ, hh1, show Z - Z - a * 1 = -a by ring] at key
```

An electron pulled far out of a neutral atom leaves a charge of $+1$ behind, which calls for $r\,v(r)\to-1$. A function has at most one limit at infinity, so in this model that happens only if $-a=-1$, that is $a=1$; conversely, $a=1$ gives it. For a global hybrid functional with exchange fraction $a<1$, this spherical model with a local self-exchange term gives the tail $-a/r$ in place of $-1/r$.

```lean
/-- In a neutral system with integrable densities, a HOMO density of unit charge and a remainder
with `r * u r` tending to zero, the potential times the distance tends to `-1` exactly when the
exchange fraction `a` is one. -/
theorem coulomb_tail_iff {Z a : ℝ} {n h u : ℝ → ℝ}
    (hn : IntegrableOn n (Ioi 0)) (hh : IntegrableOn h (Ioi 0))
    (hnZ : charge n = Z) (hh1 : charge h = 1)
    (hu : Tendsto (fun r => r * u r) atTop (𝓝 0)) :
    Tendsto (fun r => r * gksPotential Z a n h u r) atTop (𝓝 (-1)) ↔ a = 1 := by
  have key := neutral_asymptote (a := a) hn hh hnZ hh1 hu
  constructor
  · intro h1
    linarith [tendsto_nhds_unique key h1]
  · rintro rfl
    exact key
```

The decay condition on $u$ matters here. Take a neutral atom with a unit-charge HOMO density, $a=0$ and $u(r)=-1/r$. Then $r\,u(r)=-1$ for all $r>0$, and $r\,v(r)\to-1$ although there is no self-exchange at all. A remainder with its own Coulomb tail can imitate the missing fraction.

## A doubly occupied 1s orbital

The Slater density has unit charge for every $\zeta>0$, because

$$4\zeta^3\int_0^\infty s^2e^{-2\zeta s}\,ds=4\zeta^3\,\frac{\Gamma(3)}{(2\zeta)^3}=4\zeta^3\,\frac{2}{8\zeta^3}=1 .$$

The proof takes the Gamma integral from Mathlib, where the powers have real exponents. Most of its lines convert these to ordinary squares and cubes and evaluate $\Gamma(3)=2$.

```lean
/-- The 1s Slater density with positive exponent carries unit charge. -/
theorem charge_slater {ζ : ℝ} (hζ : 0 < ζ) : charge (slater ζ) = 1 := by
  have hI := Real.integral_rpow_mul_exp_neg_mul_Ioi (a := 3) (r := 2 * ζ)
    (by norm_num) (by positivity)
  have hG : Real.Gamma 3 = 2 := by
    rw [show (3 : ℝ) = ((2 : ℕ) : ℝ) + 1 by norm_num, Real.Gamma_nat_eq_factorial]
    norm_num [Nat.factorial]
  have hpow : (1 / (2 * ζ)) ^ (3 : ℝ) = (1 / (2 * ζ)) ^ 3 := by
    exact_mod_cast Real.rpow_natCast (1 / (2 * ζ)) 3
  have hsq : ∀ s : ℝ, s ^ ((3 : ℝ) - 1) = s ^ 2 := fun s => by
    rw [show (3 : ℝ) - 1 = ((2 : ℕ) : ℝ) by norm_num, Real.rpow_natCast]
  simp only [hsq] at hI
  unfold charge slater
  rw [integral_const_mul, hI, hG, hpow]
  field_simp
  norm_num
```

Two electrons in this orbital around a nucleus of charge 2 form a neutral, helium-like atom with $n=2h$. With $u=0$,

$$r\,v(r)=-2+(2-a)\,r\,V[h](r)\to-2+(2-a)=-a .$$

The exponent is arbitrary and need not minimise any energy. To apply the neutral case, the proof must know that the Slater density is integrable. It gets this from the charge: Lean assigns the integral of a non-integrable function the value 0, and this charge is 1.

```lean
/-- For nuclear charge two and a doubly occupied 1s Slater orbital, with no remainder potential,
the potential times the distance tends to `-a`. -/
theorem slater_pair_witness {ζ : ℝ} (hζ : 0 < ζ) (a : ℝ) :
    Tendsto (fun r => r * gksPotential 2 a (fun s => 2 * slater ζ s) (slater ζ)
      (fun _ => 0) r) atTop (𝓝 (-a)) := by
  -- a density with nonzero integral is integrable
  have hint : IntegrableOn (slater ζ) (Ioi 0) := by
    by_contra hcon
    have h0 : charge (slater ζ) = 0 := integral_undef hcon
    rw [charge_slater hζ] at h0
    exact one_ne_zero h0
  have h2 : charge (fun s => 2 * slater ζ s) = 2 := by
    have h1 := charge_slater hζ
    unfold charge at h1 ⊢
    rw [integral_const_mul, h1, mul_one]
  exact neutral_asymptote (Integrable.const_mul hint 2) hint h2 (charge_slater hζ) (by simp)

end GeneralizedKohnSham
```

```lean
#print axioms GeneralizedKohnSham.shell_theorem
#print axioms GeneralizedKohnSham.penetration_bound
#print axioms GeneralizedKohnSham.coulomb_tail_iff
```

```
'GeneralizedKohnSham.shell_theorem' depends on axioms: [propext, Classical.choice, Quot.sound]
'GeneralizedKohnSham.penetration_bound' depends on axioms: [propext, Classical.choice, Quot.sound]
'GeneralizedKohnSham.coulomb_tail_iff' depends on axioms: [propext, Classical.choice, Quot.sound]
```
